# The Hylleraas functional as the second-order coefficient of a Rayleigh quotient

The unperturbed Hamiltonian H₀ and the perturbation V are modelled as linear maps defined on all of a complex inner product space `E`, each satisfying `IsSymmetric`, that is, ⟨Hx, y⟩ = ⟨x, Hy⟩ for all x and y. The space may have any dimension and need not be complete. Operators projected onto a finite basis are therefore covered, but unbounded ones only on a domain that both map into itself. This excludes the helium atom on its full state space with V = 1/r₁₂ and ψ the product of two 1s orbitals, because V²ψ is not square-integrable.

```lean
import Mathlib

open Filter Topology

namespace HylleraasRayleighQuotient

noncomputable section

variable {E : Type*} [NormedAddCommGroup E] [InnerProductSpace ℂ E]
```

The inner product is linear in its second argument. Energies are defined as real parts, which loses nothing for symmetric operators. The Rayleigh quotient of H in a nonzero state x is

R(H, x) = Re⟨x, Hx⟩ / ‖x‖².

```lean
/-- The Rayleigh quotient `Re ⟨x, H x⟩ / ‖x‖²` of `H` at the vector `x`. -/
def rayleigh (H : E →ₗ[ℂ] E) (x : E) : ℝ := (inner ℂ x (H x)).re / ‖x‖ ^ 2
```

Let ψ be a unit vector with H₀ψ = E₀ψ, where E₀ is real. It need not be the ground state. The theorems also hold for degenerate E₀, but E₁ below then need not be the first-order shift of any exact energy level unless ψ is an eigenvector of V projected onto the eigenspace of E₀. The first-order energy for the chosen ψ is defined as

E₁ = ⟨ψ, Vψ⟩.

```lean
/-- The first-order energy `E₁ = Re ⟨ψ, V ψ⟩`. -/
def firstOrderEnergy (V : E →ₗ[ℂ] E) (ψ : E) : ℝ := (inner ℂ ψ (V ψ)).re
```

For any vector φ, the Hylleraas functional is

J(φ) = ⟨φ, (H₀ − E₀)φ⟩ + 2 Re⟨φ, (V − E₁)ψ⟩.

```lean
/-- The Hylleraas functional `J(φ) = Re ⟨φ, (H₀ - E₀) φ⟩ + 2 Re ⟨φ, (V - E₁) ψ⟩`. -/
def hylleraas (H₀ V : E →ₗ[ℂ] E) (ψ : E) (E₀ : ℝ) (φ : E) : ℝ :=
  (inner ℂ φ (H₀ φ - (E₀ : ℂ) • φ)).re
    + 2 * (inner ℂ φ (V ψ - (firstOrderEnergy V ψ : ℂ) • ψ)).re
```

One further quantity appears at third order:

K(φ) = ⟨φ, (V − E₁)φ⟩.

```lean
/-- The cubic term `K(φ) = Re ⟨φ, (V - E₁) φ⟩`. -/
def cubicTerm (V : E →ₗ[ℂ] E) (ψ φ : E) : ℝ :=
  (inner ℂ φ (V φ - (firstOrderEnergy V ψ : ℂ) • φ)).re
```

## Expanding the trial state

The Hamiltonian is H₀ + tV with a real coupling t, and the trial state is ψ + tφ with the same t. Its cross terms combine because conjugation leaves the real part unchanged:

Re⟨x, y⟩ = Re⟨y, x⟩.

```lean
private lemma re_inner_comm (x y : E) : (inner ℂ x y).re = (inner ℂ y x).re := by
  rw [← inner_conj_symm x y, Complex.conj_re]
```

The norm is expanded through

‖x‖² = Re⟨x, x⟩.

```lean
private lemma norm_sq_eq (x : E) : ‖x‖ ^ 2 = (inner ℂ x x).re :=
  (inner_self_eq_norm_sq (𝕜 := ℂ) x).symm
```

Write s = Re⟨ψ, φ⟩ and N(t) = ‖ψ + tφ‖². Since ‖ψ‖ = 1,

N(t) = 1 + 2ts + t²‖φ‖².

```lean
/-- The squared norm of the trial state `ψ + t φ`, for a unit vector `ψ`. -/
theorem trial_norm_sq {ψ : E} (hn : ‖ψ‖ = 1) (φ : E) (t : ℝ) :
    ‖ψ + (t : ℂ) • φ‖ ^ 2 = 1 + 2 * t * (inner ℂ ψ φ).re + t ^ 2 * ‖φ‖ ^ 2 := by
  have h1 : (inner ℂ ψ ψ).re = 1 := by rw [← norm_sq_eq, hn]; norm_num
  rw [norm_sq_eq, norm_sq_eq φ]
  simp only [inner_add_left, inner_add_right, inner_smul_left, inner_smul_right,
    Complex.conj_ofReal, Complex.add_re, Complex.re_ofReal_mul]
  rw [h1, re_inner_comm φ ψ]
  ring
```

The eigenvalue equation and symmetry give Re⟨ψ, H₀φ⟩ = E₀s and Re⟨ψ, Vφ⟩ = Re⟨φ, Vψ⟩; these are `h2` and `h3` in the proof below. The energy numerator is then

Re⟨ψ + tφ, (H₀ + tV)(ψ + tφ)⟩
= E₀ + t(2E₀s + E₁) + t²(⟨φ, H₀φ⟩ + 2 Re⟨φ, Vψ⟩) + t³⟨φ, Vφ⟩,

while

(E₀ + tE₁)N(t) = E₀ + t(2E₀s + E₁) + t²(E₀‖φ‖² + 2E₁s) + t³E₁‖φ‖².

The constant and linear terms cancel, and the difference is exactly t²J(φ) + t³K(φ). In Lean, `simp only` expands the inner products and `ring` collects the powers of t.

```lean
/-- The energy numerator of the trial state `ψ + t φ` for `H₀ + t V`, minus `(E₀ + t E₁) ‖ψ + t
φ‖²`, is exactly `t² J(φ) + t³ K(φ)`. -/
theorem energy_numerator {H₀ V : E →ₗ[ℂ] E} (hH : H₀.IsSymmetric) (hV : V.IsSymmetric)
    {ψ : E} {E₀ : ℝ} (hn : ‖ψ‖ = 1) (hψ : H₀ ψ = (E₀ : ℂ) • ψ) (φ : E) (t : ℝ) :
    (inner ℂ (ψ + (t : ℂ) • φ) ((H₀ + (t : ℂ) • V) (ψ + (t : ℂ) • φ))).re
      - (E₀ + t * firstOrderEnergy V ψ) * ‖ψ + (t : ℂ) • φ‖ ^ 2
      = t ^ 2 * hylleraas H₀ V ψ E₀ φ + t ^ 3 * cubicTerm V ψ φ := by
  have h1 : (inner ℂ ψ ψ).re = 1 := by rw [← norm_sq_eq, hn]; norm_num
  -- the eigenvalue equation, acting to the left and to the right
  have h2 : (inner ℂ ψ (H₀ φ)).re = E₀ * (inner ℂ ψ φ).re := by
    rw [← hH ψ φ, hψ, inner_smul_left, Complex.conj_ofReal, Complex.re_ofReal_mul]
  have h3 : (inner ℂ ψ (V φ)).re = (inner ℂ φ (V ψ)).re := by
    rw [← hV ψ φ, re_inner_comm]
  have h4 : (inner ℂ ψ (V ψ)).re = firstOrderEnergy V ψ := rfl
  rw [trial_norm_sq hn, norm_sq_eq φ]
  simp only [hylleraas, cubicTerm, LinearMap.add_apply, LinearMap.smul_apply, map_add,
    map_smul, hψ, inner_add_left, inner_add_right, inner_sub_right, inner_smul_left,
    inner_smul_right, Complex.conj_ofReal, Complex.add_re, Complex.sub_re,
    Complex.re_ofReal_mul]
  rw [h1, h2, h3, h4, re_inner_comm φ ψ]
  ring
```

Dividing by N(t), for a nonzero trial state, gives a formula that holds at finite t:

R(H₀ + tV, ψ + tφ) − (E₀ + tE₁) = t²(J(φ) + tK(φ)) / N(t).

```lean
/-- Exact formula at finite coupling `t` for the Rayleigh quotient of a nonzero trial state
`ψ + t φ`, measured from `E₀ + t E₁`. -/
theorem rayleigh_excess {H₀ V : E →ₗ[ℂ] E} (hH : H₀.IsSymmetric) (hV : V.IsSymmetric)
    {ψ : E} {E₀ : ℝ} (hn : ‖ψ‖ = 1) (hψ : H₀ ψ = (E₀ : ℂ) • ψ) (φ : E) (t : ℝ)
    (hx : ψ + (t : ℂ) • φ ≠ 0) :
    rayleigh (H₀ + (t : ℂ) • V) (ψ + (t : ℂ) • φ) - (E₀ + t * firstOrderEnergy V ψ)
      = t ^ 2 * (hylleraas H₀ V ψ E₀ φ + t * cubicTerm V ψ φ)
        / ‖ψ + (t : ℂ) • φ‖ ^ 2 := by
  have hN : ‖ψ + (t : ℂ) • φ‖ ^ 2 ≠ 0 := pow_ne_zero 2 (norm_ne_zero_iff.2 hx)
  rw [eq_div_iff hN, rayleigh, sub_mul, div_mul_cancel₀ _ hN,
    energy_numerator hH hV hn hψ]
  ring
```

## The limit at zero coupling

N is continuous and N(0) = 1, so N(t) ≠ 0 near t = 0, and the trial state is nonzero there.

```lean
/-- The trial state `ψ + t φ` is nonzero for all sufficiently small `t`. -/
theorem eventually_trial_ne_zero {ψ : E} (hn : ‖ψ‖ = 1) (φ : E) :
    ∀ᶠ t : ℝ in 𝓝 0, ψ + (t : ℂ) • φ ≠ 0 := by
  have hc : ContinuousAt
      (fun t : ℝ => 1 + 2 * t * (inner ℂ ψ φ).re + t ^ 2 * ‖φ‖ ^ 2) 0 := by fun_prop
  filter_upwards [hc.eventually_ne (show _ ≠ (0 : ℝ) by norm_num)] with t ht h0
  apply ht
  rw [← trial_norm_sq hn, h0]
  simp
```

For small t ≠ 0 the factor t² cancels:

[R(H₀ + tV, ψ + tφ) − (E₀ + tE₁)] / t² = (J(φ) + tK(φ)) / N(t) → J(φ).

The proof turns on `Tendsto.congr'`, which transfers a limit between two functions that agree eventually along a filter. Here the filter is `𝓝[≠] 0`, the neighbourhoods of 0 with 0 itself removed. The right-hand side above is continuous at 0, so its limit is its value there. The left-hand side has to match it only where t ≠ 0 and the trial state is nonzero, and `filter_upwards` supplies both conditions.

In perturbative electronic-structure theory, J is the functional used to optimise a trial first-order wavefunction; the theorem identifies it as a second-order energy coefficient for one fixed φ and everywhere-defined operators. It involves no minimisation and gives no bound on the exact second-order energy.

```lean
/-- Main theorem: the Rayleigh quotient of `ψ + t φ` for `H₀ + t V`, minus `E₀ + t E₁` and
divided by `t²`, tends to the Hylleraas functional `J(φ)` as `t` tends to zero. -/
theorem tendsto_hylleraas {H₀ V : E →ₗ[ℂ] E} (hH : H₀.IsSymmetric) (hV : V.IsSymmetric)
    {ψ : E} {E₀ : ℝ} (hn : ‖ψ‖ = 1) (hψ : H₀ ψ = (E₀ : ℂ) • ψ) (φ : E) :
    Tendsto (fun t : ℝ => (rayleigh (H₀ + (t : ℂ) • V) (ψ + (t : ℂ) • φ)
      - (E₀ + t * firstOrderEnergy V ψ)) / t ^ 2) (𝓝[≠] 0)
      (𝓝 (hylleraas H₀ V ψ E₀ φ)) := by
  have hc : ContinuousAt (fun t : ℝ => (hylleraas H₀ V ψ E₀ φ + t * cubicTerm V ψ φ)
      / (1 + 2 * t * (inner ℂ ψ φ).re + t ^ 2 * ‖φ‖ ^ 2)) 0 :=
    ContinuousAt.div (by fun_prop) (by fun_prop) (by norm_num)
  have hl := hc.tendsto.mono_left (nhdsWithin_le_nhds (s := {0}ᶜ))
  norm_num at hl
  refine hl.congr' ?_
  -- away from t = 0 the factor t² cancels exactly
  filter_upwards [self_mem_nhdsWithin,
    nhdsWithin_le_nhds (eventually_trial_ne_zero hn φ)] with t ht hx
  have ht0 : t ≠ 0 := ht
  rw [rayleigh_excess hH hV hn hψ φ t hx, ← trial_norm_sq hn, mul_div_assoc,
    mul_div_cancel_left₀ _ (pow_ne_zero 2 ht0)]
```

Subtracting t²J(φ) as well and dividing by t³ leaves

[K(φ) − J(φ)(2s + t‖φ‖²)] / N(t) → K(φ) − 2sJ(φ).

The term 2sJ(φ) comes from the normalisation and vanishes when s = 0. The same filter argument applies.

```lean
/-- The next coefficient: after subtracting `E₀ + t E₁ + t² J(φ)` and dividing by `t³`, the Rayleigh
quotient of `ψ + t φ` for `H₀ + t V` tends to `K(φ) - 2 Re ⟨ψ, φ⟩ J(φ)` as `t` tends to zero. -/
theorem tendsto_third_order {H₀ V : E →ₗ[ℂ] E} (hH : H₀.IsSymmetric) (hV : V.IsSymmetric)
    {ψ : E} {E₀ : ℝ} (hn : ‖ψ‖ = 1) (hψ : H₀ ψ = (E₀ : ℂ) • ψ) (φ : E) :
    Tendsto (fun t : ℝ => (rayleigh (H₀ + (t : ℂ) • V) (ψ + (t : ℂ) • φ)
      - (E₀ + t * firstOrderEnergy V ψ) - t ^ 2 * hylleraas H₀ V ψ E₀ φ) / t ^ 3) (𝓝[≠] 0)
      (𝓝 (cubicTerm V ψ φ - hylleraas H₀ V ψ E₀ φ * (2 * (inner ℂ ψ φ).re))) := by
  have hc : ContinuousAt (fun t : ℝ => (cubicTerm V ψ φ
      - hylleraas H₀ V ψ E₀ φ * (2 * (inner ℂ ψ φ).re + t * ‖φ‖ ^ 2))
      / (1 + 2 * t * (inner ℂ ψ φ).re + t ^ 2 * ‖φ‖ ^ 2)) 0 :=
    ContinuousAt.div (by fun_prop) (by fun_prop) (by norm_num)
  have hl := hc.tendsto.mono_left (nhdsWithin_le_nhds (s := {0}ᶜ))
  norm_num at hl
  refine hl.congr' ?_
  filter_upwards [self_mem_nhdsWithin,
    nhdsWithin_le_nhds (eventually_trial_ne_zero hn φ)] with t ht hx
  have ht0 : t ≠ 0 := ht
  have hN : ‖ψ + (t : ℂ) • φ‖ ^ 2 ≠ 0 := pow_ne_zero 2 (norm_ne_zero_iff.2 hx)
  rw [rayleigh_excess hH hV hn hψ φ t hx, ← trial_norm_sq hn,
    eq_div_iff (pow_ne_zero 3 ht0), div_mul_eq_mul_div, div_eq_iff hN, sub_mul (_ / _),
    div_mul_cancel₀ _ hN]
  -- the normalisation of the trial state supplies the product of overlap and J
  linear_combination (t ^ 2 * hylleraas H₀ V ψ E₀ φ) * trial_norm_sq hn φ t
```

## Adding the unperturbed state to φ

For complex c, (H₀ − E₀)(φ + cψ) = (H₀ − E₀)φ. The remaining additions to J contain ⟨ψ, (H₀ − E₀)φ⟩ and ⟨ψ, (V − E₁)ψ⟩. The first is zero by symmetry and the eigenvalue equation, the second by the definition of E₁, the reality of ⟨ψ, Vψ⟩ and ‖ψ‖ = 1. Hence

J(φ + cψ) = J(φ).

```lean
/-- The Hylleraas functional does not change when a complex multiple of the unperturbed state
is added to `φ`. -/
theorem hylleraas_add_smul {H₀ V : E →ₗ[ℂ] E} (hH : H₀.IsSymmetric) (hV : V.IsSymmetric)
    {ψ : E} {E₀ : ℝ} (hn : ‖ψ‖ = 1) (hψ : H₀ ψ = (E₀ : ℂ) • ψ) (φ : E) (c : ℂ) :
    hylleraas H₀ V ψ E₀ (φ + c • ψ) = hylleraas H₀ V ψ E₀ φ := by
  have h1 : H₀ (φ + c • ψ) - (E₀ : ℂ) • (φ + c • ψ) = H₀ φ - (E₀ : ℂ) • φ := by
    rw [map_add, map_smul, hψ]
    module
  have h2 : inner ℂ ψ (H₀ φ - (E₀ : ℂ) • φ) = 0 := by
    rw [inner_sub_right, ← hH ψ φ, hψ, inner_smul_left, inner_smul_right,
      Complex.conj_ofReal, sub_self]
  -- the expectation value of V is real, so it equals E₁ as a complex number
  have h3 : inner ℂ ψ (V ψ) = (firstOrderEnergy V ψ : ℂ) :=
    Complex.ext rfl (Complex.conj_eq_iff_im.1 ((inner_conj_symm (V ψ) ψ).trans (hV ψ ψ)))
  have h4 : inner ℂ ψ (V ψ - (firstOrderEnergy V ψ : ℂ) • ψ) = 0 := by
    rw [inner_sub_right, inner_smul_right, h3, inner_self_eq_norm_sq_to_K, hn]
    simp
  rw [hylleraas, h1, inner_add_left, inner_add_left, inner_smul_left, inner_smul_left,
    h2, h4, mul_zero, add_zero, add_zero, hylleraas]
```

## A two-level example

A real symmetric 2 × 2 matrix with diagonal entries a, b and coupling g acts as

(x₀, x₁) ↦ (ax₀ + gx₁, gx₀ + bx₁).

```lean
/-- The two-level operator with real diagonal entries `a`, `b` and real coupling `g`. -/
def twoLevel (a b g : ℝ) : EuclideanSpace ℂ (Fin 2) →ₗ[ℂ] EuclideanSpace ℂ (Fin 2) where
  toFun x := !₂[(a : ℂ) * x 0 + g * x 1, (g : ℂ) * x 0 + b * x 1]
  map_add' x y := by ext i; fin_cases i <;> simp <;> ring
  map_smul' c x := by ext i; fin_cases i <;> simp <;> ring
```

Take H₀ with diagonal entries 0 and Δ and no coupling, V with coupling g and zero diagonal, ψ = (1, 0) and φ = (0, c) with c real. Then E₀ = E₁ = 0, all hypotheses are met, and

J(φ) = Δc² + 2gc.

The proof checks symmetry, normalisation and the eigenvalue equation by components, then evaluates J.

```lean
/-- The two-level system with unperturbed energies `0` and `Δ`, coupling `g` and `ψ = (1, 0)` has
symmetric operators, a unit vector `ψ` and `H₀ ψ = 0`, and its Hylleraas functional at `φ = (0, c)`
with real `c` is `Δ c² + 2 g c`. -/
theorem twoLevel_witness (Δ g c : ℝ) :
    (twoLevel 0 Δ 0).IsSymmetric ∧ (twoLevel 0 0 g).IsSymmetric ∧
    ‖(!₂[1, 0] : EuclideanSpace ℂ (Fin 2))‖ = 1 ∧
    twoLevel 0 Δ 0 !₂[1, 0] = ((0 : ℝ) : ℂ) • !₂[1, 0] ∧
    hylleraas (twoLevel 0 Δ 0) (twoLevel 0 0 g) !₂[1, 0] 0 !₂[0, (c : ℂ)]
      = Δ * c ^ 2 + 2 * g * c := by
  have hs : ∀ a b k : ℝ, (twoLevel a b k).IsSymmetric := by
    intro a b k x y
    simp [twoLevel, PiLp.inner_apply, Fin.sum_univ_two]
    ring
  refine ⟨hs _ _ _, hs _ _ _, ?_, ?_, ?_⟩
  · simp [EuclideanSpace.norm_eq, Fin.sum_univ_two]
  · ext i
    fin_cases i <;> simp [twoLevel]
  · simp [hylleraas, firstOrderEnergy, twoLevel, PiLp.inner_apply, Fin.sum_univ_two]
    ring

end

end HylleraasRayleighQuotient
```

```lean
#print axioms HylleraasRayleighQuotient.tendsto_hylleraas
-- 'HylleraasRayleighQuotient.tendsto_hylleraas' depends on axioms: [propext, Classical.choice, Quot.sound]
#print axioms HylleraasRayleighQuotient.tendsto_third_order
-- 'HylleraasRayleighQuotient.tendsto_third_order' depends on axioms: [propext, Classical.choice, Quot.sound]
#print axioms HylleraasRayleighQuotient.hylleraas_add_smul
-- 'HylleraasRayleighQuotient.hylleraas_add_smul' depends on axioms: [propext, Classical.choice, Quot.sound]
```
